# In thick barriers, resonant tunnelling integrated over energy and impurity position decays as exp(−κd), direct tunnelling as exp(−2κd)

An estimate of the current through an insulating layer that counts only direct tunnelling falls as exp(−2κd) with the thickness d, where κ > 0 is the decay constant of the wavefunction in the barrier. If the layer contains impurity levels, this estimate can be too small by a factor that itself grows exponentially with d. The calculation below finds how that factor grows for non-interacting electrons that pass through one impurity at a time, when the levels lie inside the energy window that carries the current and the window is much wider than the resonances.

## The model and its closed form

An impurity at depth x, with 0 ≤ x ≤ d, holds a level of energy ε. The level is broadened by escape into the left and right leads, with partial widths

a(x) = exp(−2κx),  b(x) = exp(−2κ(d−x)).

These exponentials are postulated. They stand for the squared amplitude of a localised state at each face of the barrier, with the prefactor set to one. An electron of energy E is transmitted with the Breit-Wigner probability

T(E) = ab / ((E−ε)² + ((a+b)/2)²).

Integrated over energy, each impurity contributes 2π times the weight w = ab/(a+b). The claim is that the integral of this weight over position, R(d), has the closed form

R(d) = ∫₀ᵈ ab/(a+b) dx = exp(−κd) arctan(sinh κd) / (2κ),

and that R(d)/exp(−2κd) tends to infinity with d. This concerns thick barriers: at d = 0 the integral vanishes while direct tunnelling equals one.

## From the Lorentzian to the thick-barrier limit

Put g = (a+b)/2 and y = (E−ε)/g, so that dE = g dy. Then

∫ T(E) dE = (ab/g²) · g · ∫ dy/(1+y²) = πab/g = 2π ab/(a+b).

For the position integral, measure depth from the middle of the barrier with u = κ(2x−d). The widths become

a = exp(−κd) exp(−u),  b = exp(−κd) exp(u),

so ab = exp(−2κd) and a+b = 2 exp(−κd) cosh u. Hence

w = exp(−κd) / (2 cosh u).

Since cosh u > 1 unless u = 0, the best position is the centre, where the two widths are equal and w = exp(−κd)/2.

Next, du/dx = 2κ and 1 + sinh²u = cosh²u, so

d/dx arctan(sinh u) = 2κ cosh u / (1 + sinh²u) = 2κ / cosh u.

An antiderivative of w is therefore exp(−κd) arctan(sinh u)/(4κ). At x = d we have u = κd, and at x = 0 we have u = −κd. Both sinh and arctan are odd, so the two faces contribute equally and the closed form follows.

Finally, sinh κd grows without bound, which gives

exp(κd) R(d) = arctan(sinh κd)/(2κ) → π/(4κ).

The ratio to direct tunnelling is exp(κd) · [exp(κd) R(d)], a divergent factor times one with a positive limit.

## Widths, transmission and weight as real functions

In Lean 4 with Mathlib:

```lean
import Mathlib

open Filter MeasureTheory
open scoped Real Topology

namespace ResonantImpurityTunnelling

noncomputable section
```

All quantities are real numbers. Energies are measured in units of the width prefactor, and impurities have unit density in position.

```lean
/-- Width of an impurity level at depth `x` due to escape into the left lead. -/
def leftWidth (κ x : ℝ) : ℝ := Real.exp (-2 * κ * x)
```

The right width depends on the thickness as well as the depth.

```lean
/-- Width of an impurity level at depth `x` due to escape into the right lead, for a barrier
of thickness `d`. -/
def rightWidth (κ d x : ℝ) : ℝ := Real.exp (-2 * κ * (d - x))
```

The transmission takes the two widths as free arguments, so the energy integral can be done before any dependence on position is chosen.

```lean
/-- Breit-Wigner transmission at energy `E` through a level at energy `ε` with partial widths
`a` and `b`, for `a + b ≠ 0`. -/
def breitWigner (a b ε E : ℝ) : ℝ := a * b / ((E - ε) ^ 2 + ((a + b) / 2) ^ 2)

/-- The weight `ab/(a+b)` of a resonance with partial widths `a` and `b`, for `a + b ≠ 0`. -/
def resonanceWeight (a b : ℝ) : ℝ := a * b / (a + b)
```

R(d) is `resonantTransmission κ d`. Its integral is oriented, so the expression also has a meaning for negative d, although only d ≥ 0 describes a barrier.

```lean
/-- Resonance weight integrated over the impurity position in a barrier of thickness `d`. -/
def resonantTransmission (κ d : ℝ) : ℝ :=
  ∫ x in (0 : ℝ)..d, resonanceWeight (leftWidth κ x) (rightWidth κ d x)
```

The definitions leave out interference between impurities, hopping through several of them, Coulomb repulsion on the level and any dependence of κ on energy. Direct tunnelling enters only as the expression exp(−2κd), with unit prefactor; a different positive constant there, such as the width of a fixed energy window, or a different positive constant impurity density, would not affect the divergence. The integral over all energies stands for the current only if the levels lie inside that window. At an energy a fixed distance δ > 0 from the level, T is at most exp(−2κd)/δ², which decays as fast as direct tunnelling.

## The energy integral

For positive widths and any level energy, the integral of the transmission over the whole energy axis is 2π times the weight. This ties the weight to the Breit-Wigner formula. In the proof, `h` brings the Lorentzian to standard form, `s1` shifts the energy by ε, and `s2` rescales it by the half width g. The remaining integral of 1/(1+y²) is π.

```lean
/-- The Breit-Wigner transmission integrated over all energies is `2π ab/(a+b)`. -/
theorem integral_breitWigner {a b : ℝ} (ha : 0 < a) (hb : 0 < b) (ε : ℝ) :
    ∫ E, breitWigner a b ε E = 2 * π * resonanceWeight a b := by
  obtain ⟨g, hg⟩ : ∃ g, g = (a + b) / 2 := ⟨_, rfl⟩
  have hpos : 0 < g := by rw [hg]; positivity
  have hab : a + b = 2 * g := by rw [hg]; ring
  -- bring the Lorentzian to its standard form
  have h : ∀ E, breitWigner a b ε E = a * b / g ^ 2 * (1 + (g⁻¹ * (E - ε)) ^ 2)⁻¹ := by
    intro E
    have hD : (E - ε) ^ 2 + g ^ 2 ≠ 0 := by positivity
    have h1 : 1 + (g⁻¹ * (E - ε)) ^ 2 = ((E - ε) ^ 2 + g ^ 2) / g ^ 2 := by
      field_simp
      ring
    rw [breitWigner, ← hg, h1, inv_div]
    field_simp
  -- shift the energy to the resonance, then measure it in units of the half width
  have s1 : ∫ E : ℝ, (1 + (g⁻¹ * (E - ε)) ^ 2)⁻¹ = ∫ E : ℝ, (1 + (g⁻¹ * E) ^ 2)⁻¹ :=
    integral_sub_right_eq_self (fun y : ℝ => (1 + (g⁻¹ * y) ^ 2)⁻¹) ε
  have s2 : ∫ E : ℝ, (1 + (g⁻¹ * E) ^ 2)⁻¹ = |g⁻¹⁻¹| • ∫ y : ℝ, (1 + y ^ 2)⁻¹ :=
    Measure.integral_comp_mul_left (fun y : ℝ => (1 + y ^ 2)⁻¹) g⁻¹
  simp_rw [h]
  rw [integral_const_mul, s1, s2, integral_univ_inv_one_add_sq, inv_inv, abs_of_pos hpos,
    smul_eq_mul, resonanceWeight, hab]
  field_simp
```

## The weight as a function of depth

The identity for w needs no condition on κ, d or x. The steps `ha` and `hb` factor the widths as above, `hprod` and `hsum` give their product and sum, and the common factor exp(−κd) cancels.

```lean
/-- The weight of an impurity at depth `x` is `exp(-κd) / (2 cosh(κ(2x - d)))`. -/
theorem weight_eq (κ d x : ℝ) :
    resonanceWeight (leftWidth κ x) (rightWidth κ d x) =
      Real.exp (-(κ * d)) / (2 * Real.cosh (κ * (2 * x - d))) := by
  have ha : leftWidth κ x = Real.exp (-(κ * d)) * Real.exp (-(κ * (2 * x - d))) := by
    rw [leftWidth, ← Real.exp_add]
    congr 1
    ring
  have hb : rightWidth κ d x = Real.exp (-(κ * d)) * Real.exp (κ * (2 * x - d)) := by
    rw [rightWidth, ← Real.exp_add]
    congr 1
    ring
  have hprod : leftWidth κ x * rightWidth κ d x =
      Real.exp (-(κ * d)) * Real.exp (-(κ * d)) := by
    rw [leftWidth, rightWidth, ← Real.exp_add, ← Real.exp_add]
    congr 1
    ring
  have hsum : leftWidth κ x + rightWidth κ d x =
      Real.exp (-(κ * d)) * (2 * Real.cosh (κ * (2 * x - d))) := by
    rw [ha, hb, Real.cosh_eq]
    ring
  rw [resonanceWeight, hprod, hsum, mul_div_mul_left _ _ (Real.exp_ne_zero _)]
```

The optimality of the centre is strict: for κ ≠ 0, every x other than d/2 has a smaller weight. The proof uses the inequality cosh u > 1 for u ≠ 0.

```lean
/-- An impurity away from the middle of the barrier has a strictly smaller weight than one in
the middle. -/
theorem weight_lt_centre {κ d x : ℝ} (hκ : κ ≠ 0) (hx : x ≠ d / 2) :
    resonanceWeight (leftWidth κ x) (rightWidth κ d x) <
      resonanceWeight (leftWidth κ (d / 2)) (rightWidth κ d (d / 2)) := by
  have hu : κ * (2 * x - d) ≠ 0 :=
    mul_ne_zero hκ (fun h => hx (by linarith))
  have hc : 1 < Real.cosh (κ * (2 * x - d)) := Real.one_lt_cosh.mpr hu
  have h0 : κ * (2 * (d / 2) - d) = 0 := by ring
  rw [weight_eq, weight_eq, h0, Real.cosh_zero]
  exact div_lt_div_of_pos_left (Real.exp_pos _) (by norm_num) (by linarith)
```

## Integrating over the barrier

The antiderivative is stated as a derivative at each point x. The step `h` differentiates the affine function u, the chain rule then gives `h3`, and the identity 1 + sinh²u = cosh²u reduces the result to the weight.

```lean
/-- The function `exp(-κd) arctan(sinh(κ(2x - d))) / (4κ)` of the depth `x` has the resonance
weight as its derivative. -/
theorem hasDerivAt_weight {κ : ℝ} (hκ : κ ≠ 0) (d x : ℝ) :
    HasDerivAt
      (fun y => Real.exp (-(κ * d)) / (4 * κ) * Real.arctan (Real.sinh (κ * (2 * y - d))))
      (resonanceWeight (leftWidth κ x) (rightWidth κ d x)) x := by
  have h : HasDerivAt (fun y : ℝ => κ * (2 * y - d)) (κ * (2 * 1)) x :=
    (((hasDerivAt_id' x).const_mul (2 : ℝ)).sub_const d).const_mul κ
  have h3 : HasDerivAt (fun y : ℝ => Real.arctan (Real.sinh (κ * (2 * y - d))))
      (1 / (1 + Real.sinh (κ * (2 * x - d)) ^ 2) *
        (Real.cosh (κ * (2 * x - d)) * (κ * (2 * 1)))) x := h.sinh.arctan
  refine (h3.const_mul (Real.exp (-(κ * d)) / (4 * κ))).congr_deriv ?_
  have hc : Real.cosh (κ * (2 * x - d)) ≠ 0 := (Real.cosh_pos _).ne'
  rw [weight_eq, ← Real.cosh_sq']
  field_simp
  ring
```

The closed form then follows from the fundamental theorem of calculus. Continuity of the weight, `hcont`, makes it integrable; `e1` and `e0` evaluate u at the two faces. The theorem requires only κ ≠ 0 and holds for every real d.

```lean
/-- The resonant transmission of a barrier of thickness `d` is
`exp(-κd) arctan(sinh(κd)) / (2κ)`. -/
theorem resonantTransmission_eq {κ : ℝ} (hκ : κ ≠ 0) (d : ℝ) :
    resonantTransmission κ d =
      Real.exp (-(κ * d)) * Real.arctan (Real.sinh (κ * d)) / (2 * κ) := by
  have hcont : Continuous fun x => resonanceWeight (leftWidth κ x) (rightWidth κ d x) := by
    simp only [resonanceWeight, leftWidth, rightWidth]
    exact Continuous.div (by fun_prop) (by fun_prop) (fun x => by positivity)
  -- the two faces of the barrier contribute equally
  have e1 : κ * (2 * d - d) = κ * d := by ring
  have e0 : κ * (2 * 0 - d) = -(κ * d) := by ring
  rw [resonantTransmission, intervalIntegral.integral_eq_sub_of_hasDerivAt
    (fun x _ => hasDerivAt_weight hκ d x) (hcont.intervalIntegrable 0 d), e1, e0,
    Real.sinh_neg, Real.arctan_neg]
  ring
```

The next theorem integrates the transmission itself, first over energy and then over position. The level energy may be any function `ε` of position, because the inner integral does not depend on it. The result is 2πR(d).

```lean
/-- Breit-Wigner transmission integrated over energy and impurity position, for level energies
`ε x` that may depend on the position. -/
theorem integral_energy_position {κ : ℝ} (hκ : κ ≠ 0) (d : ℝ) (ε : ℝ → ℝ) :
    ∫ x in (0 : ℝ)..d, ∫ E, breitWigner (leftWidth κ x) (rightWidth κ d x) (ε x) E =
      π * Real.exp (-(κ * d)) * Real.arctan (Real.sinh (κ * d)) / κ := by
  have h : ∫ x in (0 : ℝ)..d, ∫ E, breitWigner (leftWidth κ x) (rightWidth κ d x) (ε x) E =
      ∫ x in (0 : ℝ)..d, 2 * π * resonanceWeight (leftWidth κ x) (rightWidth κ d x) :=
    intervalIntegral.integral_congr
      (fun x _ => integral_breitWigner (Real.exp_pos _) (Real.exp_pos _) (ε x))
  rw [h, intervalIntegral.integral_const_mul, ← resonantTransmission,
    resonantTransmission_eq hκ]
  field_simp
```

## Half the decay exponent

The limit d → ∞ is expressed by `Tendsto` along `atTop`, and `𝓝` denotes the neighbourhoods of the limiting value. That value is written `π / 2 / (2 * κ)`, which is π/(4κ). The proof obtains the divergence of sinh from sinh x ≥ x for x ≥ 0, composes it with the limit π/2 of arctan, and cancels exp(κd) against exp(−κd).

```lean
/-- For thick barriers the resonant transmission multiplied by `exp(κd)` tends to `π/(4κ)`. -/
theorem tendsto_scaled {κ : ℝ} (hκ : 0 < κ) :
    Tendsto (fun d => Real.exp (κ * d) * resonantTransmission κ d) atTop
      (𝓝 (π / 2 / (2 * κ))) := by
  have hsinh : Tendsto Real.sinh atTop atTop :=
    tendsto_atTop_mono' atTop
      ((eventually_ge_atTop (0 : ℝ)).mono fun x hx => Real.self_le_sinh_iff.mpr hx) tendsto_id
  have hlin : Tendsto (fun d : ℝ => κ * d) atTop atTop := tendsto_id.const_mul_atTop hκ
  have harc : Tendsto Real.arctan atTop (𝓝 (π / 2)) :=
    Real.tendsto_arctan_atTop.mono_right nhdsWithin_le_nhds
  refine ((harc.comp (hsinh.comp hlin)).div_const (2 * κ)).congr fun d => ?_
  have he : Real.exp (κ * d) * Real.exp (-(κ * d)) = 1 := by
    rw [← Real.exp_add, add_neg_cancel, Real.exp_zero]
  rw [resonantTransmission_eq hκ.ne']
  simp only [Function.comp_apply]
  linear_combination (-(Real.arctan (Real.sinh (κ * d)) / (2 * κ))) * he
```

The last theorem states that the ratio exceeds every bound once d is large enough. Its proof writes the ratio as exp(κd) times the scaled transmission of the previous theorem and applies `atTop_mul_pos`, which handles a divergent factor multiplied by one with a positive limit.

The hypothesis κ > 0 matters here. For κ = −1 the widths would grow with distance from the leads, and the closed form would give R(d) = exp(d) arctan(sinh d)/2. Divided by exp(2d), this is exp(−d) arctan(sinh d)/2, which tends to zero.

```lean
/-- The ratio of resonant transmission to direct tunnelling `exp(-2κd)` tends to infinity with
the barrier thickness. -/
theorem tendsto_ratio_direct {κ : ℝ} (hκ : 0 < κ) :
    Tendsto (fun d => resonantTransmission κ d / Real.exp (-2 * κ * d)) atTop atTop := by
  have hexp : Tendsto (fun d : ℝ => Real.exp (κ * d)) atTop atTop :=
    Real.tendsto_exp_atTop.comp (tendsto_id.const_mul_atTop hκ)
  have hC : 0 < π / 2 / (2 * κ) := by positivity
  -- one factor exp(κd) is absorbed by the finite limit, the other one diverges
  refine (hexp.atTop_mul_pos hC (tendsto_scaled hκ)).congr fun d => ?_
  have he : Real.exp (-2 * κ * d) = (Real.exp (κ * d) * Real.exp (κ * d))⁻¹ := by
    rw [← Real.exp_add, ← Real.exp_neg]
    congr 1
    ring
  rw [he, div_inv_eq_mul]
  ring

end

end ResonantImpurityTunnelling
```

```lean
#print axioms ResonantImpurityTunnelling.weight_lt_centre
#print axioms ResonantImpurityTunnelling.integral_energy_position
#print axioms ResonantImpurityTunnelling.tendsto_ratio_direct
```

```
'ResonantImpurityTunnelling.weight_lt_centre' depends on axioms: [propext, Classical.choice, Quot.sound]
'ResonantImpurityTunnelling.integral_energy_position' depends on axioms: [propext, Classical.choice, Quot.sound]
'ResonantImpurityTunnelling.tendsto_ratio_direct' depends on axioms: [propext, Classical.choice, Quot.sound]
```

For electronic-structure work, the consequence within this non-interacting, single-impurity model is that a transport calculation on a defect-free barrier can miss the dominant contribution at large thickness, even if it gives κ correctly.

## Transmission exactly on resonance

The same substitution treats an electron whose energy matches the level at every position. Setting E = ε gives T = 4ab/(a+b)² = 1/cosh²u, and tanh u has derivative 2κ/cosh²u with respect to x. Therefore

∫₀ᵈ 4ab/(a+b)² dx = tanh(κd)/κ.

This integral, done here by hand only, tends to 1/κ and does not decay with thickness. The factor exp(−κd) in R(d) thus reflects how narrow the resonances are in energy: at the centre of the barrier the peak transmission is one, while the total width a+b is 2 exp(−κd).
